# A many-particle amplitude fixed by a one-particle matrix in each coordinate is fixed by the matrix's tensor power

Let `g` be a complex amplitude for `n` particles, each with a coordinate in the finite set `X`, and let `P` be a complex matrix on `X`. The lemma `project_all` says that if `P` acting on any single coordinate leaves `g` unchanged, then so does `P` acting on all coordinates at once, that is, the sum over `y` of `∏ j, P (x j) (y j)` times `g y` is `g x`. Neither normalisation nor exchange symmetry is asked of `g`, and `P` need not be Hermitian or idempotent. The proof is by induction on `n`: with the first coordinate held fixed, the induction hypothesis deals with the others, and the assumption for coordinate `0` finishes the sum.

The failing Lean file:

```lean
import Mathlib

open Matrix
open scoped ComplexOrder

namespace IdempotentDensityMatrix

noncomputable section

variable {X : Type*} [Fintype X] {n : ℕ}

/-- A sum over all configurations splits into the first coordinate and the remaining ones. -/
lemma sum_cons (f : (Fin (n + 1) → X) → ℂ) :
    ∑ x, f x = ∑ b, ∑ z : Fin n → X, f (vecCons b z) := by
  let e : X × (Fin n → X) ≃ (Fin (n + 1) → X) :=
    { toFun := fun p => vecCons p.1 p.2
      invFun := fun x => (x 0, fun j => x j.succ)
      left_inv := fun _ => rfl
      right_inv := fun x => by
        funext k
        exact Fin.cases rfl (fun _ => rfl) k }
  rw [← e.sum_comp f, Fintype.sum_prod_type]
  rfl

/-- If a one-particle matrix leaves a function unchanged in each coordinate separately,
it does so when applied to all coordinates together. -/
theorem project_all (P : Matrix X X ℂ) (g : (Fin n → X) → ℂ)
    (h : ∀ j x, ∑ y, P (x j) y * g (Function.update x j y) = g x) (x : Fin n → X) :
    ∑ y : Fin n → X, (∏ j, P (x j) (y j)) * g y = g x := by
  induction n with
  | zero =>
    rw [Fintype.sum_eq_single x (fun y hy => absurd (Subsingleton.elim y x) hy)]
    simp
  | succ m ih =>
    have hu : ∀ (b : X) (z : Fin m → X) j y,
        Function.update (vecCons b z) j.succ y = vecCons b (Function.update z j y) := by
      intro b z j y
      funext k
      refine Fin.cases ?_ (fun i => ?_) k <;> simp [Function.update_apply]
    have hb : ∀ b, ∑ z : Fin m → X, (∏ j, P (x j.succ) (z j)) * g (vecCons b z) =
        g (vecCons b fun j => x j.succ) := fun b =>
      ih (fun z => g (vecCons b z)) (fun j z => by
        simpa only [Matrix.cons_val_succ, hu] using h j.succ (vecCons b z)) _
    rw [sum_cons]
    refine Eq.trans (Finset.sum_congr rfl fun b _ => ?_) (h 0 x)
    have h0 : Function.update x 0 b = vecCons b fun j => x j.succ := by
      funext k
      refine Fin.cases ?_ (fun i => ?_) k <;> simp [Function.update_apply]
    rw [h0, ← hb b, Finset.mul_sum]
    refine Finset.sum_congr rfl fun z _ => ?_
    rw [Fin.prod_univ_succ]
    simp only [Matrix.cons_val_zero, Matrix.cons_val_succ]
    ring

end

end IdempotentDensityMatrix
```

The error:

```
Main.lean:36:86: error: unsolved goals
case refine_1
X : Type u_1
inst✝ : Fintype X
n : ℕ
P : Matrix X X ℂ
m : ℕ
ih :
  ∀ (g : (Fin m → X) → ℂ),
    (∀ (j : Fin m) (x : Fin m → X), ∑ y, P (x j) y * g (Function.update x j y) = g x) →
      ∀ (x : Fin m → X), ∑ y, (∏ j, P (x j) (y j)) * g y = g x
g : (Fin (m + 1) → X) → ℂ
h : ∀ (j : Fin (m + 1)) (x : Fin (m + 1) → X), ∑ y, P (x j) y * g (Function.update x j y) = g x
x : Fin (m + 1) → X
b : X
z : Fin m → X
j : Fin m
y : X
k : Fin m.succ
⊢ 0 = j.succ → y = b
Main.lean:48:52: warning: This simp argument is unused:
  Function.update_apply

Hint: Omit it from the simp argument list.
  [apply] simp

Note: This linter can be disabled with `set_option linter.unusedSimpArgs false`
```

Diagnosis. The error is in the auxiliary fact `hu`, which says that changing entry `j.succ` of `vecCons b z` is the same as changing entry `j` of the tail `z`. It is checked entry by entry. At entry `0`, `Function.update_apply` turns the update into an if-then-else on `0 = j.succ`, and `simp` reduces the goal to `0 = j.succ → y = b`. The premise is false, since a successor is never zero, but `simp` did not refute it, and so the goal stayed open.

The repair treats the two cases separately. At entry `0`, `(Fin.succ_ne_zero j).symm` supplies `0 ≠ j.succ`, with which `Function.update_of_ne` removes the update; both sides are then `b` by definition, and `rfl` closes the goal. The successor case, which had raised no error, keeps its old `simp` call.

The change in `h0` is mere tidying: it drops the `simp` argument that the warning reports as unused.

The mended proof, as a diff:

```diff
@@ -37,5 +37,8 @@
       intro b z j y
       funext k
-      refine Fin.cases ?_ (fun i => ?_) k <;> simp [Function.update_apply]
+      refine Fin.cases ?_ (fun i => ?_) k
+      · rw [Function.update_of_ne (Fin.succ_ne_zero j).symm]
+        rfl
+      · simp [Function.update_apply]
     have hb : ∀ b, ∑ z : Fin m → X, (∏ j, P (x j.succ) (z j)) * g (vecCons b z) =
         g (vecCons b fun j => x j.succ) := fun b =>
@@ -46,5 +49,5 @@
     have h0 : Function.update x 0 b = vecCons b fun j => x j.succ := by
       funext k
-      refine Fin.cases ?_ (fun i => ?_) k <;> simp [Function.update_apply]
+      refine Fin.cases ?_ (fun i => ?_) k <;> simp
     rw [h0, ← hb b, Finset.mul_sum]
     refine Finset.sum_congr rfl fun z _ => ?_
```
